# Thomas–Fermi kinetic energy at the exact densities of one, two and three filled plane-oscillator shells: half the level sum

Q: Put two non-interacting electrons in the lowest orbital of the plane oscillator, with \(\hbar=m=\omega=1\). What does the Thomas–Fermi functional give for their kinetic energy?

A: The density is \(n=\frac2\pi e^{-r^2}\), with \(r^2=x^2+y^2\). The functional gives
\[
\frac\pi2\int n^2\,dx\,dy=\frac\pi2\cdot\frac4{\pi^2}\int e^{-2r^2}dx\,dy=\frac2\pi\cdot\frac\pi2=1 .
\]
Each electron has total energy 1, half of it kinetic. So the level sum is 2 and the exact kinetic energy is 1, which is what Thomas–Fermi gives.

Q: Which orbitals does the file use for more shells?

A: Hermite polynomials from \(H_0=1\), \(H_{n+1}=2xH_n-H_n'\), and \(\varphi_n=(2^n n!\sqrt\pi)^{-1/2}H_n e^{-x^2/2}\).

```lean
import Mathlib

open MeasureTheory Polynomial Set Filter
open scoped Real Topology

namespace PlaneOscillatorThomasFermi

noncomputable section

/-- Hermite polynomials, generated by the raising rule `H (n+1) = 2 x H n - (H n)'`. -/
def hermiteH : ℕ → ℝ[X]
  | 0 => 1
  | n + 1 => C 2 * X * hermiteH n - derivative (hermiteH n)

/-- The oscillator orbital on the line with quantum number `n`, in units `ħ = m = ω = 1`. -/
def orbital (n : ℕ) (x : ℝ) : ℝ :=
  (√((2 : ℝ) ^ n * (n.factorial : ℝ) * √π))⁻¹ *
    ((hermiteH n).eval x * Real.exp (-x ^ 2 / 2))
```

Q: Are the energies put in by hand?

A: They are written into `levelSum`, but a theorem justifies them: `hamiltonian` is the differential operator, and each product orbital satisfies its eigenvalue equation with the energy used there. In `density M`, shell \(N<M\) contains the products \(\varphi_j(x)\varphi_{N-j}(y)\) with \(0\le j\le N\); the leading 2 is spin.

```lean
/-- The Hamiltonian of the isotropic oscillator in the plane, acting on a wave function. -/
def hamiltonian (ψ : ℝ → ℝ → ℝ) (x y : ℝ) : ℝ :=
  -(1 / 2) * (deriv (deriv fun s => ψ s y) x + deriv (deriv fun t => ψ x t) y)
    + (x ^ 2 + y ^ 2) / 2 * ψ x y

/-- The density of `M` filled shells; shell `N` holds two electrons in each product orbital
with quantum numbers `j` and `N - j`. -/
def density (M : ℕ) (p : ℝ × ℝ) : ℝ :=
  2 * ∑ N ∈ Finset.range M, ∑ j ∈ Finset.range (N + 1),
    (orbital j p.1 * orbital (N - j) p.2) ^ 2

/-- The sum of the energies `j + k + 1`, `k = N - j`, over `M` filled shells, each level
counted twice. -/
def levelSum (M : ℕ) : ℝ :=
  2 * ∑ N ∈ Finset.range M, ∑ j ∈ Finset.range (N + 1), ((j : ℝ) + ((N - j : ℕ) : ℝ) + 1)
```

Q: And the factor \(\pi/2\)?

A: It comes from the uniform, spin-unpolarised gas in two dimensions. There \(n=k_F^2/2\pi\), with \(k_F\) the Fermi wavenumber, and the mean kinetic energy per electron is \(k_F^2/4=\pi n/2\). The file takes the resulting functional as a definition.

```lean
/-- The Thomas-Fermi kinetic energy functional in two dimensions. -/
def tfKinetic (n : ℝ × ℝ → ℝ) : ℝ := π / 2 * ∫ p, n p ^ 2
```

Q: Show me the eigenvalue equation.

A: First, \(H_{n+1}'=2(n+1)H_n\). It holds for \(n=0\), since \(H_1=2x\). If it holds for \(n\), then
\[
H_{n+2}'=2H_{n+1}+2xH_{n+1}'-H_{n+1}''=2H_{n+1}+2(n+1)(2xH_n-H_n')=2(n+2)H_{n+1}.
\]
The induction in Lean does the same, and `linear_combination` inserts the raising rule.

```lean
/-- Differentiation lowers a Hermite polynomial: `(H (n+1))' = 2 (n+1) H n`. -/
theorem derivative_hermiteH (n : ℕ) :
    derivative (hermiteH (n + 1)) = C (2 * ((n : ℝ) + 1)) * hermiteH n := by
  induction n with
  | zero => simp [hermiteH]
  | succ n ih =>
    have e : hermiteH (n + 1 + 1)
        = C 2 * X * hermiteH (n + 1) - derivative (hermiteH (n + 1)) := rfl
    have e1 : hermiteH (n + 1) = C 2 * X * hermiteH n - derivative (hermiteH n) := rfl
    have c : (C (2 * (((n + 1 : ℕ) : ℝ) + 1)) : ℝ[X]) = C 2 + C (2 * ((n : ℝ) + 1)) := by
      rw [← C_add]
      congr 1
      push_cast
      ring
    rw [e, c]
    simp only [derivative_sub, derivative_mul, derivative_C, derivative_X, ih]
    linear_combination (-C (2 * ((n : ℝ) + 1))) * e1
```

A: Differentiating the raising rule itself now gives \(H_n''-2xH_n'+2nH_n=0\). Hence
\[
\varphi_n''\propto\bigl(H_n''-2xH_n'+(x^2-1)H_n\bigr)e^{-x^2/2},\qquad \varphi_n''=(x^2-2n-1)\varphi_n .
\]
In the proof, `key` differentiates a polynomial times the Gaussian and is used twice. The constant `c` lets the other coordinate's orbital ride along.

```lean
/-- Any multiple `f` of the `n`-th orbital obeys `f'' = (x² - (2n + 1)) f`. -/
theorem orbital_second_deriv (n : ℕ) (c x : ℝ) :
    deriv (deriv fun s => c * orbital n s) x
      = (x ^ 2 - (2 * n + 1)) * (c * orbital n x) := by
  -- derivative of a polynomial times the Gaussian
  have key : ∀ (Q : ℝ[X]) (K x : ℝ),
      HasDerivAt (fun s => K * (Q.eval s * Real.exp (-s ^ 2 / 2)))
        (K * ((derivative Q - X * Q).eval x * Real.exp (-x ^ 2 / 2))) x := by
    intro Q K x
    have h0 : HasDerivAt (fun s : ℝ => -s ^ 2 / 2) (-x) x := by
      have h := ((hasDerivAt_id' x).fun_mul (hasDerivAt_id' x)).const_mul (-1 / 2 : ℝ)
      rw [show (fun s : ℝ => -s ^ 2 / 2) = fun s => -1 / 2 * (s * s) by funext s; ring]
      exact h.congr_deriv (by ring)
    refine (((Q.hasDerivAt x).fun_mul h0.exp).const_mul K).congr_deriv ?_
    simp only [eval_sub, eval_mul, eval_X]
    ring
  have o := congrArg (eval x) (derivative_hermiteH n)
  rw [show hermiteH (n + 1) = C 2 * X * hermiteH n - derivative (hermiteH n) from rfl] at o
  simp only [orbital]
  generalize (√((2 : ℝ) ^ n * (n.factorial : ℝ) * √π))⁻¹ = a
  simp only [← mul_assoc c a]
  rw [show (deriv fun s => c * a * ((hermiteH n).eval s * Real.exp (-s ^ 2 / 2))) = _ from
    funext fun s => (key (hermiteH n) (c * a) s).deriv, (key _ _ x).deriv]
  simp only [derivative_sub, derivative_mul, derivative_C, derivative_X, eval_sub, eval_add,
    eval_mul, eval_C, eval_X, eval_zero, eval_one] at o ⊢
  linear_combination (-(c * a * Real.exp (-x ^ 2 / 2))) * o
```

A: For a product, the \(x^2\) and \(y^2\) terms cancel against the potential and leave \(j+k+1\), for all \(j,k\).

```lean
/-- Each product orbital solves the Schrödinger equation in the plane with energy `j + k + 1`. -/
theorem hamiltonian_orbital (j k : ℕ) (x y : ℝ) :
    hamiltonian (fun s t => orbital j s * orbital k t) x y
      = ((j : ℝ) + k + 1) * (orbital j x * orbital k y) := by
  have h : (fun s => orbital j s * orbital k y) = fun s => orbital k y * orbital j s :=
    funext fun s => mul_comm _ _
  simp only [hamiltonian]
  rw [h, orbital_second_deriv, orbital_second_deriv]
  ring
```

Q: So shell \(N\) has \(N+1\) orbitals of energy \(N+1\)?

A: Yes, and the sums are \(2\cdot1=2\), \(2(1+4)=10\) and \(2(1+4+9)=28\). That these products are orthonormal and exhaust the spectrum is standard knowledge which the file takes for granted.

```lean
/-- The level sums of one, two and three filled shells are 2, 10 and 28. -/
theorem levelSum_shells : levelSum 1 = 2 ∧ levelSum 2 = 10 ∧ levelSum 3 = 28 := by
  refine ⟨?_, ?_, ?_⟩ <;> norm_num [levelSum, Finset.sum_range_succ]
```

Q: How do the densities become radial?

A: Write \(u=r^2\) and take out \(e^{-u}/\pi\). The squared orbitals leave \(1\), \(2x^2\) and \(\frac12(2x^2-1)^2\) for the quantum numbers 0, 1 and 2. The second shell adds \(2x^2+2y^2=2u\). The third adds
\[
\tfrac12(2x^2-1)^2+4x^2y^2+\tfrac12(2y^2-1)^2=2u^2-2u+1 .
\]
So \(n=\frac2\pi e^{-u}P(u)\) with \(P=1,\ 1+2u,\ 2+2u^2\). In Lean, `o` squares the orbitals and `g` factorises the Gaussian.

```lean
/-- The densities of one, two and three filled shells are `(2/π) exp(-r²) P(r²)` with
`P(u) = 1`, `1 + 2u` and `2 + 2u²`. -/
theorem density_shells (p : ℝ × ℝ) :
    density 1 p = 2 / π * Real.exp (-(p.1 ^ 2 + p.2 ^ 2)) ∧
    density 2 p = 2 / π * Real.exp (-(p.1 ^ 2 + p.2 ^ 2)) * (1 + 2 * (p.1 ^ 2 + p.2 ^ 2)) ∧
    density 3 p = 2 / π * Real.exp (-(p.1 ^ 2 + p.2 ^ 2))
      * (2 + 2 * (p.1 ^ 2 + p.2 ^ 2) ^ 2) := by
  have o : ∀ (n : ℕ) (x : ℝ), orbital n x ^ 2 = (hermiteH n).eval x ^ 2 /
      ((2 : ℝ) ^ n * (n.factorial : ℝ)) * (Real.exp (-x ^ 2) / √π) := by
    intro n x
    have E : Real.exp (-x ^ 2 / 2) ^ 2 = Real.exp (-x ^ 2) := by
      rw [pow_two (Real.exp (-x ^ 2 / 2)), ← Real.exp_add]
      congr 1
      ring
    rw [orbital, mul_pow, inv_pow, Real.sq_sqrt (by positivity), mul_pow, E]
    ring
  have h0 : ∀ x : ℝ, (hermiteH 0).eval x = 1 := fun x => by simp [hermiteH]
  have h1 : ∀ x : ℝ, (hermiteH 1).eval x = 2 * x := fun x => by simp [hermiteH]
  have h2 : ∀ x : ℝ, (hermiteH 2).eval x = 4 * x ^ 2 - 2 := fun x => by
    simp [hermiteH]
    ring
  -- the plane Gaussian factorises
  have g : Real.exp (-(p.1 ^ 2 + p.2 ^ 2)) / π
      = Real.exp (-p.1 ^ 2) / √π * (Real.exp (-p.2 ^ 2) / √π) := by
    rw [div_mul_div_comm, Real.mul_self_sqrt Real.pi_pos.le, ← Real.exp_add]
    congr 2
    ring
  refine ⟨?_, ?_, ?_⟩ <;>
    simp only [density, Finset.sum_range_succ, Finset.sum_range_zero, Nat.reduceSub,
      tsub_self, tsub_zero, mul_pow, o, h0, h1, h2, Nat.factorial_zero, Nat.factorial_one,
      Nat.factorial_two, Nat.cast_one, Nat.cast_ofNat]
  · linear_combination (-2) * g
  · linear_combination (-2 * (1 + 2 * (p.1 ^ 2 + p.2 ^ 2))) * g
  · linear_combination (-2 * (2 + 2 * (p.1 ^ 2 + p.2 ^ 2) ^ 2)) * g
```

Q: And the integral?

A: In polar coordinates it is \(2\int_0^\infty e^{-2u}P^2du\). With \(\int_0^\infty u^ke^{-2u}du=k!/2^{k+1}\), the three values are
\[
2\cdot\tfrac12=1,\qquad 2\left(\tfrac12+1+1\right)=5,\qquad 2(2+2+3)=14 .
\]
Lean treats any \(P=a+bu+cu^2\) at once. It exhibits a polynomial \(Q\) with \(2Q-Q'=P^2\), so \(-e^{-2u}Q\) is an antiderivative of \(e^{-2u}P^2\) and the answer is \(2Q(0)\). Here `t` handles infinity, `rad` the radius and `ang` the angle.

```lean
/-- The Thomas-Fermi kinetic energy of the density `(2/π) exp(-r²) (a + b r² + c r⁴)`. -/
theorem tfKinetic_radial (n : ℝ × ℝ → ℝ) (a b c : ℝ)
    (hn : ∀ p, n p = 2 / π * Real.exp (-(p.1 ^ 2 + p.2 ^ 2)) *
      (a + b * (p.1 ^ 2 + p.2 ^ 2) + c * (p.1 ^ 2 + p.2 ^ 2) ^ 2)) :
    tfKinetic n = a ^ 2 + a * b + (b ^ 2 + 2 * a * c + 3 * b * c + 3 * c ^ 2) / 2 := by
  -- `-exp(-2u) Q(u)` is an antiderivative of the squared profile
  obtain ⟨Q, hQ, hT⟩ : ∃ Q : ℝ[X],
      (∀ u, 2 * Q.eval u - (derivative Q).eval u = (a + b * u + c * u ^ 2) ^ 2) ∧
      2 * Q.eval 0 = a ^ 2 + a * b + (b ^ 2 + 2 * a * c + 3 * b * c + 3 * c ^ 2) / 2 := by
    let d := (b ^ 2 + 2 * a * c + 3 * b * c + 3 * c ^ 2) / 2
    refine ⟨(((C (c ^ 2 / 2) * X + C (b * c + c ^ 2)) * X + C d) * X + C (a * b + d)) * X
      + C ((a ^ 2 + a * b + d) / 2), fun u => ?_, ?_⟩ <;>
    simp only [derivative_add, derivative_mul, derivative_C, derivative_X, eval_add,
      eval_mul, eval_C, eval_X, eval_zero, eval_one, d] <;> ring
  have t : Tendsto (fun u => Real.exp (-(2 * u)) * Q.eval u) atTop (𝓝 0) := by
    have h := (Polynomial.tendsto_div_exp_atTop (Q.comp (C (2 : ℝ)⁻¹ * X))).comp
      (tendsto_id.const_mul_atTop (two_pos : (0 : ℝ) < 2))
    refine h.congr fun u => ?_
    simp only [Function.comp_apply, id_eq, eval_comp, eval_mul, eval_C, eval_X, Real.exp_neg]
    rw [inv_mul_cancel_left₀ (by norm_num : (2 : ℝ) ≠ 0)]
    ring
  have rad : ∫ r in Ioi (0 : ℝ),
      r * (Real.exp (-(2 * r ^ 2)) * (a + b * r ^ 2 + c * (r ^ 2) ^ 2) ^ 2)
      = -1 / 2 * 0 - -1 / 2 * (Real.exp (-(2 * 0 ^ 2)) * Q.eval (0 ^ 2)) := by
    refine integral_Ioi_of_hasDerivAt_of_nonneg'
      (g := fun r : ℝ => -1 / 2 * (Real.exp (-(2 * r ^ 2)) * Q.eval (r ^ 2)))
      (fun r _ => ?_) (fun r hr => ?_) ?_
    · have hsq : HasDerivAt (fun r : ℝ => r ^ 2) (2 * r) r := by
        simpa using hasDerivAt_pow 2 r
      have hc := HasDerivAt.comp r (Q.hasDerivAt (r ^ 2)) hsq
      have hc' : HasDerivAt (fun r : ℝ => Q.eval (r ^ 2))
        ((derivative Q).eval (r ^ 2) * (2 * r)) r := hc
      refine (((hsq.const_mul 2).fun_neg.exp.fun_mul hc').const_mul (-1 / 2)).congr_deriv ?_
      rw [← hQ]
      ring
    · exact mul_nonneg (le_of_lt hr) (mul_nonneg (Real.exp_pos _).le (sq_nonneg _))
    · exact (t.comp (tendsto_pow_atTop two_ne_zero)).const_mul (-1 / 2)
  have ang : ∫ _b in Ioo (-π) π, (1 : ℝ) = 2 * π := by
    rw [← integral_Ioc_eq_integral_Ioo,
      ← intervalIntegral.integral_of_le (by linarith [Real.pi_pos]),
      intervalIntegral.integral_const, smul_eq_mul]
    ring
  have h : ∀ p, n p ^ 2 = 4 / π ^ 2 * (Real.exp (-(2 * (p.1 ^ 2 + p.2 ^ 2))) *
      (a + b * (p.1 ^ 2 + p.2 ^ 2) + c * (p.1 ^ 2 + p.2 ^ 2) ^ 2) ^ 2) := fun p => by
    rw [hn, show -(2 * (p.1 ^ 2 + p.2 ^ 2))
      = -(p.1 ^ 2 + p.2 ^ 2) + -(p.1 ^ 2 + p.2 ^ 2) by ring, Real.exp_add]
    ring
  have hr : ∀ r θ : ℝ, (r * Real.cos θ) ^ 2 + (r * Real.sin θ) ^ 2 = r ^ 2 := fun r θ => by
    linear_combination r ^ 2 * Real.sin_sq_add_cos_sq θ
  have h2 := setIntegral_prod_mul (μ := (volume : Measure ℝ)) (ν := (volume : Measure ℝ))
    (fun r : ℝ => r * (Real.exp (-(2 * r ^ 2)) * (a + b * r ^ 2 + c * (r ^ 2) ^ 2) ^ 2))
    (fun _ : ℝ => (1 : ℝ)) (Ioi 0) (Ioo (-π) π)
  simp only [mul_one] at h2
  -- polar coordinates
  simp only [tfKinetic, h]
  rw [integral_const_mul, ← integral_comp_polarCoord_symm,
    show polarCoord.target = Ioi (0 : ℝ) ×ˢ Ioo (-π) π from rfl]
  simp only [polarCoord_symm_apply, hr, smul_eq_mul]
  rw [Measure.volume_eq_prod, h2, rad, ang, show (0 : ℝ) ^ 2 = 0 by norm_num,
    mul_zero (2 : ℝ), neg_zero, Real.exp_zero, ← hT]
  field_simp
  ring

/-- The Thomas-Fermi kinetic energies of the exact densities of one, two and three filled
shells are 1, 5 and 14. -/
theorem tfKinetic_shells :
    tfKinetic (density 1) = 1 ∧ tfKinetic (density 2) = 5 ∧ tfKinetic (density 3) = 14 := by
  rw [tfKinetic_radial (density 1) 1 0 0 (fun p => by rw [(density_shells p).1]; ring),
    tfKinetic_radial (density 2) 1 2 0 (fun p => by rw [(density_shells p).2.1]; ring),
    tfKinetic_radial (density 3) 2 0 2 (fun p => by rw [(density_shells p).2.2]; ring)]
  norm_num

/-- For one, two and three filled shells the Thomas-Fermi kinetic energy of the exact density
is half the exact sum of the occupied levels. -/
theorem tfKinetic_eq_half_levelSum :
    tfKinetic (density 1) = levelSum 1 / 2 ∧ tfKinetic (density 2) = levelSum 2 / 2 ∧
    tfKinetic (density 3) = levelSum 3 / 2 := by
  obtain ⟨h1, h2, h3⟩ := tfKinetic_shells
  obtain ⟨e1, e2, e3⟩ := levelSum_shells
  rw [h1, h2, h3, e1, e2, e3]
  norm_num

end

end PlaneOscillatorThomasFermi
```

```lean
#print axioms PlaneOscillatorThomasFermi.hamiltonian_orbital
-- 'PlaneOscillatorThomasFermi.hamiltonian_orbital' depends on axioms: [propext, Classical.choice, Quot.sound]
#print axioms PlaneOscillatorThomasFermi.tfKinetic_eq_half_levelSum
-- 'PlaneOscillatorThomasFermi.tfKinetic_eq_half_levelSum' depends on axioms: [propext, Classical.choice, Quot.sound]
```

Q: Is this the Thomas–Fermi ground state?

A: No. The functional is evaluated at the exact orbital density; nothing is minimised. By the virial theorem, half the level sum is the true kinetic energy, so for these three non-interacting closed-shell systems the local functional of orbital-free theory, taken at the exact density, makes no error in the total kinetic energy. The equality is proved for these three fillings only.

Q: Where would I meet this in a code?

A: When checking a two-dimensional orbital-free program. Put \(\frac2\pi e^{-r^2}(2+2r^4)\) on a grid of spacing \(h\) and sum \(\frac\pi2n^2h^2\): the result should approach 14 as the grid is refined and the box enlarged. Summing \(nh^2\) should likewise approach the electron number, 12. If the second sum is right and the first is not, look at the functional's prefactor or power.
